# Interaction free energy over Boltzmann-averaged energy tends to 1/2 at high temperature, for finitely many orientations with zero unbiased mean energy and positive mean square

Let $i$ run over a finite set of joint orientations of two molecules at fixed separation. Orientation $i$ has unbiased weight $p_i$ and interaction energy $V_i$, and $b = 1/k_BT$ is the inverse temperature. Define

$$Z(b)=\sum_i p_i e^{-bV_i},\qquad F(b)=-\frac{\ln Z(b)}{b},\qquad U(b)=\frac{\sum_i p_iV_ie^{-bV_i}}{Z(b)},\qquad s=\sum_i p_iV_i^2 .$$

Because the weights will sum to 1, $Z$ is the partition function relative to non-interacting molecules, and $F$ is the interaction free energy alone. $U$ is the Boltzmann average of the interaction energy.

In Lean the orientations form a finite type `ι`, and `p` and `V` are real functions on it. The four quantities are `partitionFn`, `freeEnergy`, `meanEnergy` and `meanSquare`. The numerator of $U$ is again a `partitionFn`, with weights $p_iV_i$, which may be negative.

```lean
import Mathlib

open Filter Topology

namespace KeesomOrientation

noncomputable section

variable {ι : Type*} [Fintype ι]

/-- The orientational Boltzmann sum with weights `p` and energies `V` at inverse temperature `b`. -/
def partitionFn (p V : ι → ℝ) (b : ℝ) : ℝ := ∑ i, p i * Real.exp (-(b * V i))

/-- The interaction free energy `-ln Z / b`. -/
def freeEnergy (p V : ι → ℝ) (b : ℝ) : ℝ := -Real.log (partitionFn p V b) / b

/-- The interaction energy averaged over orientations with Boltzmann weights. -/
def meanEnergy (p V : ι → ℝ) (b : ℝ) : ℝ :=
  partitionFn (fun i => p i * V i) V b / partitionFn p V b

/-- The mean square of the interaction energy over unbiased orientations. -/
def meanSquare (p V : ι → ℝ) : ℝ := ∑ i, p i * V i ^ 2
```

For weights that are nonnegative and normalised, and energies of zero mean, the limits as $b\to0$ are $F/b\to-s/2$ and $U/b\to-s$. If also $s>0$, then $F/U\to1/2$. What is said below about dropping a hypothesis, shifting the energies or passing to continuous orientations is argued in prose and has no theorem in the code.

One step needs no hypothesis. For any real weights $w_i$, differentiating term by term gives

$$\frac{d}{db}\sum_i w_ie^{-bV_i}=-\sum_i w_iV_ie^{-bV_i}.$$

The Lean proof applies the chain rule to each exponential and then sums the derivatives. Allowing arbitrary weights lets the same lemma differentiate both $Z$ and the numerator of $U$.

```lean
/-- Differentiating a Boltzmann sum in the inverse temperature brings down a factor `-V`. -/
theorem hasDerivAt_partitionFn (w V : ι → ℝ) (b : ℝ) :
    HasDerivAt (partitionFn w V) (-∑ i, w i * V i * Real.exp (-(b * V i))) b := by
  have h : ∀ i ∈ (Finset.univ : Finset ι),
      HasDerivAt (fun x : ℝ => w i * Real.exp (-(x * V i)))
        (-(w i * V i * Real.exp (-(b * V i)))) b := by
    intro i _
    have h1 : HasDerivAt (fun x : ℝ => -(x * V i)) (-(V i)) b :=
      (hasDerivAt_mul_const (V i)).fun_neg
    exact (h1.exp.const_mul (w i)).congr_deriv (by ring)
  have h2 := HasDerivAt.fun_sum h
  rw [Finset.sum_neg_distrib] at h2
  exact h2
```

## Weights that form a probability distribution

The hypotheses `hp` and `hsum` say that $p_i\ge0$ and $\sum_i p_i=1$: the weights describe how the molecules would be oriented without the interaction. Zero weights are allowed.

Some $p_i$ must be positive, since otherwise the sum could not be 1. That term makes $Z(b)>0$ at every $b$, so the logarithm can be differentiated:

$$\frac{d}{db}\bigl(-\ln Z\bigr)=-\frac{Z'}{Z}=\frac{\sum_i p_iV_ie^{-bV_i}}{Z}=U.$$

`partitionFn_pos` proves the positivity, and `hasDerivAt_neg_log` combines it with the derivative of $Z$.

```lean
/-- The partition function of a probability distribution of orientations is positive. -/
theorem partitionFn_pos {p : ι → ℝ} (V : ι → ℝ) (hp : ∀ i, 0 ≤ p i)
    (hsum : ∑ i, p i = 1) (b : ℝ) : 0 < partitionFn p V b := by
  have hex : ∃ i, 0 < p i := by
    by_contra h
    have h0 : ∑ i, p i ≤ 0 :=
      Finset.sum_nonpos (fun i _ => le_of_not_gt (fun hi => h ⟨i, hi⟩))
    linarith
  obtain ⟨i, hi⟩ := hex
  exact Finset.sum_pos' (fun j _ => mul_nonneg (hp j) (Real.exp_pos _).le)
    ⟨i, Finset.mem_univ i, mul_pos hi (Real.exp_pos _)⟩

/-- The Boltzmann-averaged energy is the derivative of `-ln Z` in the inverse temperature. -/
theorem hasDerivAt_neg_log {p : ι → ℝ} (V : ι → ℝ) (hp : ∀ i, 0 ≤ p i)
    (hsum : ∑ i, p i = 1) (b : ℝ) :
    HasDerivAt (fun x => -Real.log (partitionFn p V x)) (meanEnergy p V b) b := by
  have h := ((hasDerivAt_partitionFn p V b).log (partitionFn_pos V hp hsum b).ne').fun_neg
  refine h.congr_deriv ?_
  rw [neg_div, neg_neg]
  rfl
```

Normalisation also gives $Z(0)=1$, hence $\ln Z(0)=0$. If the weights summed to some positive $W\ne1$, $F$ would contain the term $-\ln W/b$ and $F/b$ would diverge, while $U/b$ would tend to $-s/W$.

Nonnegativity matters less for the limits. Signed weights summing to 1 still give $Z>0$ near $b=0$, and the expansion there is unchanged, but $s$ can then be negative and the signs of $F$ and $U$ can reverse.

## Energies of zero mean

The hypothesis `hmean`, $\sum_i p_iV_i=0$, is added to `hp` and `hsum`. It says that the interaction averages out over unbiased orientations, as it does for two freely rotating dipoles. Any net attraction then comes from the Boltzmann bias towards favourable orientations.

Write $N(b)=\sum_i p_iV_ie^{-bV_i}$, so that $U=N/Z$. Then $N(0)=0$, $N'(0)=-s$ and $Z(0)=1$, and the quotient rule gives

$$U'(0)=\frac{N'(0)Z(0)-N(0)Z'(0)}{Z(0)^2}=-s.$$

Since $U(0)=0$, the ratio $U(b)/b$ is the difference quotient $(U(b)-U(0))/(b-0)$, and it tends to $-s$. In the proof, `N0` records the zero mean, `hU` is the quotient rule, and `hasDerivAt_iff_tendsto_slope` turns the derivative into the limit.

```lean
/-- For energies of zero mean, the averaged energy divided by the inverse temperature tends
to minus the mean square energy at high temperature. -/
theorem tendsto_meanEnergy_div {p V : ι → ℝ} (hp : ∀ i, 0 ≤ p i)
    (hsum : ∑ i, p i = 1) (hmean : ∑ i, p i * V i = 0) :
    Tendsto (fun b => meanEnergy p V b / b) (𝓝[≠] 0) (𝓝 (-meanSquare p V)) := by
  have Z0 : partitionFn p V 0 = 1 := by simp [partitionFn, hsum]
  have N0 : partitionFn (fun i => p i * V i) V 0 = 0 := by simp [partitionFn, hmean]
  have hN : HasDerivAt (partitionFn (fun i => p i * V i) V) (-meanSquare p V) 0 :=
    (hasDerivAt_partitionFn _ V 0).congr_deriv (by simp [meanSquare, pow_two, mul_assoc])
  -- the quotient rule gives the slope of the mean energy at infinite temperature
  have hU : HasDerivAt (meanEnergy p V) (-meanSquare p V) 0 :=
    (hN.fun_div (hasDerivAt_partitionFn p V 0) (partitionFn_pos V hp hsum 0).ne').congr_deriv
      (by rw [Z0, N0]; ring)
  have U0 : meanEnergy p V 0 = 0 := by rw [meanEnergy, N0, zero_div]
  have e : ∀ b, slope (meanEnergy p V) 0 b = meanEnergy p V b / b := by
    intro b
    rw [slope_def_field, U0, sub_zero, sub_zero]
  exact (hasDerivAt_iff_tendsto_slope.1 hU).congr e
```

With a nonzero mean $m=\sum_i p_iV_i$, both $F$ and $U$ tend to $m$, so their ratio tends to 1. A neighbouring result follows by applying the same argument to $V_i-m$, which lowers both $F$ and $U$ by $m$: $(F-m)/b\to-\sigma^2/2$ and $(U-m)/b\to-\sigma^2$, where $\sigma^2=\sum_i p_i(V_i-m)^2$.

## Nonzero inverse temperature and positive mean square

The limits are taken along `𝓝[≠] 0`, meaning $b\to0$ with $b\ne0$, from either side. This includes the physical approach through positive temperatures. The point $b=0$ is excluded because $F$ and the ratios are defined by division by $b$.

For the free energy, write $F/b=-\ln Z/b^2$. Numerator and denominator both tend to 0, with derivatives $U$ and $2b$, and $2b\ne0$ away from the origin. L'Hôpital's rule gives

$$\lim_{b\to0}\frac{F}{b}=\lim_{b\to0}\frac{U}{2b}=-\frac{s}{2}.$$

The factor $1/2$ thus comes from differentiating $b^2$. In the proof, `hL` is this application of the rule, with the preceding limit of $U/b$ as its input.

The condition $s>0$ says that some orientation of positive weight has a nonzero energy. It is needed only for the last limit, where the common factor $b$ cancels and the limits are divided:

$$\frac FU=\frac{F/b}{U/b}\longrightarrow\frac{-s/2}{-s}=\frac12 .$$

In Lean, `hF.div hU hne` divides the limits, with `hne` supplying the nonzero denominator.

```lean
/-- High-temperature limits for a probability distribution of orientations whose energies have zero
mean and mean square `s`: `F/b` tends to `-s/2`, `U/b` tends to `-s`, and, if `s` is positive, `F/U`
tends to `1/2`. -/
theorem keesom_limits {p V : ι → ℝ} (hp : ∀ i, 0 ≤ p i)
    (hsum : ∑ i, p i = 1) (hmean : ∑ i, p i * V i = 0) :
    Tendsto (fun b => freeEnergy p V b / b) (𝓝[≠] 0) (𝓝 (-meanSquare p V / 2)) ∧
    Tendsto (fun b => meanEnergy p V b / b) (𝓝[≠] 0) (𝓝 (-meanSquare p V)) ∧
    (0 < meanSquare p V →
      Tendsto (fun b => freeEnergy p V b / meanEnergy p V b) (𝓝[≠] 0) (𝓝 (1 / 2))) := by
  have hU := tendsto_meanEnergy_div hp hsum hmean
  have Z0 : partitionFn p V 0 = 1 := by simp [partitionFn, hsum]
  have hF : Tendsto (fun b => freeEnergy p V b / b) (𝓝[≠] 0)
      (𝓝 (-meanSquare p V / 2)) := by
    have h0 := (hasDerivAt_neg_log V hp hsum 0).continuousAt.tendsto
    simp only [Z0, Real.log_one, neg_zero] at h0
    have hsq : Tendsto (fun b : ℝ => b ^ 2) (𝓝 0) (𝓝 0) :=
      Continuous.tendsto' (by fun_prop) _ _ (by norm_num)
    have e : ∀ b, meanEnergy p V b / b / 2 = meanEnergy p V b / (2 * b) :=
      fun b => by ring
    -- L'Hôpital's rule for `-ln Z / b ^ 2`
    have hL : Tendsto (fun b => -Real.log (partitionFn p V b) / b ^ 2) (𝓝[≠] 0)
        (𝓝 (-meanSquare p V / 2)) :=
      HasDerivAt.lhopital_zero_nhdsNE (f' := meanEnergy p V) (g' := fun b => 2 * b)
        (Eventually.of_forall (fun b => hasDerivAt_neg_log V hp hsum b))
        (Eventually.of_forall (fun b => by simpa using hasDerivAt_pow 2 b))
        (eventually_mem_nhdsWithin.mono (fun b hb => mul_ne_zero two_ne_zero hb))
        (h0.mono_left nhdsWithin_le_nhds) (hsq.mono_left nhdsWithin_le_nhds)
        ((hU.div_const 2).congr e)
    refine hL.congr (fun b => ?_)
    rw [freeEnergy, div_div, pow_two]
  refine ⟨hF, hU, fun hs => ?_⟩
  have hne : -meanSquare p V ≠ 0 := neg_ne_zero.2 hs.ne'
  have h := hF.div hU hne
  have hv : -meanSquare p V / 2 / -meanSquare p V = 1 / 2 := by
    rw [div_right_comm, div_self hne]
  rw [hv] at h
  refine h.congr' (eventually_mem_nhdsWithin.mono (fun b hb => ?_))
  exact div_div_div_cancel_right₀ hb _ _
```

If $s=0$, every orientation of positive weight has zero energy, and $F$ and $U$ vanish identically. The first two limits remain true, but the ratio is $0/0$, which Lean evaluates as 0, so it does not tend to $1/2$. A single orientation always falls under this case, because zero mean forces its energy to vanish.

The distinction between $F$ and $U$ matters when the interaction of an isolated polar pair is replaced by an orientation-free effective potential: $F$ as a function of separation is the pair's potential of mean force, and $U$ is its average energy. The factor of two between them is established here for a classical pair with finitely many orientations, zero mean energy over unbiased orientations and positive mean-square energy, in the high-temperature limit.

## Positive temperature and the order of the two energies

For nonnegative weights that sum to 1 and energies of zero unbiased mean, $U\le F\le0$ at every $b>0$, not only in the limit. Both inequalities come from $e^x\ge1+x$.

For the first, take $x=b(V_i-U)$, multiply by $p_ie^{-bV_i}\ge0$ and sum:

$$e^{-bU}\ge Z+b(N-UZ)=Z .$$

Taking logarithms gives $-bU\ge\ln Z$, and dividing by $-b<0$ gives $U\le F$. For the second, take $x=-bV_i$. Then $Z\ge\sum_i p_i(1-bV_i)=1$, so $\ln Z\ge0$ and $F\le0$.

The two halves of the Lean proof follow these lines: each `h1` is the summed inequality, and `hb` enters at the division by $b$. Zero mean is used only for $F\le0$. For $b<0$ the same inequalities give $U\ge F\ge0$.

```lean
/-- At every positive inverse temperature, energies of zero mean give `U ≤ F ≤ 0`. -/
theorem meanEnergy_le_freeEnergy_le_zero {p V : ι → ℝ} (hp : ∀ i, 0 ≤ p i)
    (hsum : ∑ i, p i = 1) (hmean : ∑ i, p i * V i = 0) {b : ℝ} (hb : 0 < b) :
    meanEnergy p V b ≤ freeEnergy p V b ∧ freeEnergy p V b ≤ 0 := by
  have hZ := partitionFn_pos V hp hsum b
  constructor
  · set U := meanEnergy p V b with hUdef
    have hN : partitionFn (fun i => p i * V i) V b = U * partitionFn p V b := by
      rw [hUdef, meanEnergy, div_mul_cancel₀ _ hZ.ne']
    -- the tangent-line bound for exp, taken around the mean energy
    have h1 : ∑ i, (p i * Real.exp (-(b * V i)) + b * (p i * V i * Real.exp (-(b * V i)))
        - b * U * (p i * Real.exp (-(b * V i)))) ≤ ∑ i, p i * Real.exp (-(b * U)) := by
      refine Finset.sum_le_sum (fun i _ => ?_)
      have h2 := Real.add_one_le_exp (b * (V i - U))
      have h3 : Real.exp (-(b * U))
          = Real.exp (-(b * V i)) * Real.exp (b * (V i - U)) := by
        rw [← Real.exp_add]
        congr 1
        ring
      have h4 := mul_le_mul_of_nonneg_left h2
        (mul_nonneg (hp i) (Real.exp_pos (-(b * V i))).le)
      rw [h3]
      linarith
    rw [Finset.sum_sub_distrib, Finset.sum_add_distrib, ← Finset.mul_sum,
      ← Finset.mul_sum, ← Finset.sum_mul, hsum, one_mul] at h1
    change partitionFn p V b + b * partitionFn (fun i => p i * V i) V b
      - b * U * partitionFn p V b ≤ _ at h1
    rw [hN] at h1
    have h5 : partitionFn p V b ≤ Real.exp (-(b * U)) := by linarith
    have h6 := Real.log_le_log hZ h5
    rw [Real.log_exp] at h6
    rw [freeEnergy, le_div_iff₀ hb]
    linarith
  · have h1 : ∑ i, (p i - b * (p i * V i)) ≤ partitionFn p V b := by
      refine Finset.sum_le_sum (fun i _ => ?_)
      have h2 := mul_le_mul_of_nonneg_left (Real.add_one_le_exp (-(b * V i))) (hp i)
      linarith
    rw [Finset.sum_sub_distrib, ← Finset.mul_sum, hsum, hmean, mul_zero, sub_zero] at h1
    exact div_nonpos_of_nonpos_of_nonneg (by linarith [Real.log_nonneg h1]) hb.le
```

## Two dipoles along Cartesian axes

A concrete pair satisfies the hypotheses. Each dipole points along one of $\pm x,\pm y,\pm z$, the separation is along $z$, and all 36 joint orientations have weight $1/36$. For unit vectors $u$ and $v$,

$$V=c\,(u\cdot v-3u_zv_z).$$

The coupling $c$ stands for the strength of the dipole interaction, $\mu_A\mu_B/(4\pi\varepsilon_0R^3)$ for dipole moments $\mu_A,\mu_B$ at separation $R$. In the code it is an arbitrary real number. A `Direction` is an axis in `Fin 3` with a sign in `Bool`, and index `2` is the $z$ axis.

```lean
/-- A dipole direction along one of three Cartesian axes, with a sign. -/
abbrev Direction := Fin 3 × Bool

/-- The Cartesian unit vector of a dipole direction. -/
def unitDipole (o : Direction) : Fin 3 → ℝ :=
  fun k => if k = o.1 then (if o.2 then 1 else -1) else 0

/-- The interaction of two point dipoles separated along the third axis, with coupling `c`. -/
def dipoleEnergy (c : ℝ) (o : Direction × Direction) : ℝ :=
  c * (∑ k, unitDipole o.1 k * unitDipole o.2 k - 3 * unitDipole o.1 2 * unitDipole o.2 2)

/-- Equal weights for the 36 joint orientations of two dipoles. -/
def uniformWeight : Direction × Direction → ℝ := fun _ => 1 / 36
```

The energy vanishes unless both dipoles lie on the same axis. There are 8 orientations with both on $x$ or both on $y$, with energies $\pm c$, and 4 with both on $z$, with energies $\pm2c$. The signs balance, so the mean is zero, and

$$s=\frac{8c^2+4(2c)^2}{36}=\frac{2c^2}{3}.$$

`dipole_pair_witness` obtains the normalisation, mean and mean square by expanding the finite sums.

```lean
/-- The equally weighted dipole pair has normalised weights, zero mean energy and mean square
energy `2 c ^ 2 / 3`. -/
theorem dipole_pair_witness (c : ℝ) :
    ∑ o, uniformWeight o = 1 ∧ ∑ o, uniformWeight o * dipoleEnergy c o = 0 ∧
    meanSquare uniformWeight (dipoleEnergy c) = 2 * c ^ 2 / 3 := by
  refine ⟨?_, ?_, ?_⟩
  · norm_num [uniformWeight, Fintype.sum_prod_type, Fin.sum_univ_three]
  · simp [uniformWeight, dipoleEnergy, unitDipole, Fintype.sum_prod_type,
      Fin.sum_univ_three]
    ring
  · simp [meanSquare, uniformWeight, dipoleEnergy, unitDipole, Fintype.sum_prod_type,
      Fin.sum_univ_three]
    ring
```

Substituting this $s$ into the general limits gives $F/b\to-c^2/3$ and $U/b\to-2c^2/3$. These hold for every real $c$; the ratio limit in `keesom_limits` applies when $c\ne0$.

```lean
/-- For two dipoles with equally weighted orientations along the Cartesian axes and coupling `c`,
`F/b` tends to `-c ^ 2 / 3` and `U/b` tends to `-2 c ^ 2 / 3` at high temperature. -/
theorem dipole_pair_limits (c : ℝ) :
    Tendsto (fun b => freeEnergy uniformWeight (dipoleEnergy c) b / b) (𝓝[≠] 0)
      (𝓝 (-(c ^ 2 / 3))) ∧
    Tendsto (fun b => meanEnergy uniformWeight (dipoleEnergy c) b / b) (𝓝[≠] 0)
      (𝓝 (-(2 * c ^ 2 / 3))) := by
  obtain ⟨h1, h2, h3⟩ := dipole_pair_witness c
  have hp : ∀ o, 0 ≤ uniformWeight o := fun o => by norm_num [uniformWeight]
  obtain ⟨hF, hU, _⟩ := keesom_limits hp h1 h2
  rw [h3] at hF hU
  have e : -(2 * c ^ 2 / 3) / 2 = -(c ^ 2 / 3) := by ring
  rw [e] at hF
  exact ⟨hF, hU⟩

end

end KeesomOrientation
```

The orientations could also have been modelled as continuous, with a probability measure on pairs of unit vectors. Sums would become integrals, and the proof would have to justify differentiating under the integral sign, which bounded energies allow. For isotropic dipoles the mean square would still be $2c^2/3$, because the six axial directions have the same second moments, $\langle u_ju_k\rangle=\delta_{jk}/3$, as the uniform distribution on the sphere. The leading high-temperature coefficients therefore agree with Keesom's for freely rotating dipoles, although $F$ and $U$ at finite temperature generally differ between the two models.

```lean
#print axioms KeesomOrientation.tendsto_meanEnergy_div
-- 'KeesomOrientation.tendsto_meanEnergy_div' depends on axioms: [propext, Classical.choice, Quot.sound]
#print axioms KeesomOrientation.meanEnergy_le_freeEnergy_le_zero
-- 'KeesomOrientation.meanEnergy_le_freeEnergy_le_zero' depends on axioms: [propext, Classical.choice, Quot.sound]
#print axioms KeesomOrientation.dipole_pair_limits
-- 'KeesomOrientation.dipole_pair_limits' depends on axioms: [propext, Classical.choice, Quot.sound]
```
